# Positive semidefiniteness of the Gaussian kernel matrix

## Two points on a line

Take real numbers x₁, x₂ and a ≥ 0, and the 2 × 2 matrix Kᵢⱼ = exp(−a(xᵢ − xⱼ)²). Expanding the square and then the exponential of the cross term gives

Kᵢⱼ = exp(−a xᵢ²) exp(2a xᵢxⱼ) exp(−a xⱼ²) = Σₖ (2a)ᵏ/k! · φₖ(xᵢ) φₖ(xⱼ),

where k = 0, 1, 2, … and φₖ(y) = exp(−a y²) yᵏ. For real v₁, v₂,

Σᵢⱼ vᵢ Kᵢⱼ vⱼ = Σₖ (2a)ᵏ/k! · (v₁φₖ(x₁) + v₂φₖ(x₂))² ≥ 0,

because every weight (2a)ᵏ/k! is nonnegative.

## The claim and its derivation

Let xᵢ be finitely many points of a finite-dimensional Euclidean space, with coordinates labelled by μ and scalar product ⟨y,z⟩ = Σ_μ y_μ z_μ. For real a put Kᵢⱼ = exp(−a‖xᵢ − xⱼ‖²). If a ≥ 0, then K is symmetric and vᵀKv ≥ 0 for every real vector v. If two of the points differ, a ≥ 0 is also necessary.

A word p of length k assigns a coordinate label p(t) to each position t = 0, …, k−1. Multiplying out k copies of the scalar product gives

(1) ⟨y,z⟩ᵏ = Σₚ Πₜ y_{p(t)} · Πₜ z_{p(t)}.

For k = 0 there is one empty word and both sides are 1. Define φₖ,ₚ(y) = exp(−a‖y‖²) Πₜ y_{p(t)} and, for an integer N ≥ 0,

K⁽ᴺ⁾ᵢⱼ = exp(−a‖xᵢ‖²) · Σ_{k<N} (2a⟨xᵢ,xⱼ⟩)ᵏ/k! · exp(−a‖xⱼ‖²).

Inserting (1) and attaching each Gaussian factor to its monomial,

(2) K⁽ᴺ⁾ᵢⱼ = Σ_{k<N} Σₚ (2a)ᵏ/k! · φₖ,ₚ(xᵢ) φₖ,ₚ(xⱼ).

Multiplying by vᵢvⱼ, summing over i and j and exchanging the finite sums,

(3) vᵀK⁽ᴺ⁾v = Σ_{k<N} Σₚ (2a)ᵏ/k! · (Σᵢ vᵢ φₖ,ₚ(xᵢ))²,

which is nonnegative for a ≥ 0. From ‖y − z‖² = ‖y‖² − 2⟨y,z⟩ + ‖z‖²,

(4) Kᵢⱼ = exp(−a‖xᵢ‖²) exp(2a⟨xᵢ,xⱼ⟩) exp(−a‖xⱼ‖²),

so the exponential series gives K⁽ᴺ⁾ᵢⱼ → Kᵢⱼ as N → ∞. The quadratic form is a finite sum of entries with fixed coefficients, hence vᵀK⁽ᴺ⁾v → vᵀKv, and a limit of nonnegative numbers is nonnegative. Symmetry follows from ‖xᵢ − xⱼ‖ = ‖xⱼ − xᵢ‖.

Conversely, let r = ‖xᵢ − xⱼ‖ > 0 and take v with +1 at i, −1 at j and 0 elsewhere. Then vᵀKv = 2 − 2 exp(−a r²), which is nonnegative only if −a r² ≤ 0, that is a ≥ 0.

In electronic structure, K with a = α/2 is the overlap matrix of finitely many normalised s-type Gaussian orbitals C exp(−α‖y − xᵢ‖²), functions of the position y that share one exponent α > 0 and hence one normalisation constant C > 0. The overlap integral behind this identification is not carried out in Lean below.

## Formal development

The type `n` labels the points and the finite type `d` labels the coordinates μ. A configuration is a map `x : n → EuclideanSpace ℝ d`, whose norm and `inner ℝ` are the Euclidean ones; points may coincide.

```lean
import Mathlib

open Matrix Finset Filter Topology

namespace GaussianKernelPositivity

noncomputable section

variable {n d : Type*} [Fintype d]
```

`gaussKernel` is K. The exponent carries a itself, so a Gaussian of width σ > 0 has a = 1/(2σ²).

```lean
/-- The Gaussian kernel matrix of the points `x i`, with entries `exp (-a ‖x i - x j‖²)`. -/
def gaussKernel (a : ℝ) (x : n → EuclideanSpace ℝ d) : Matrix n n ℝ :=
  Matrix.of fun i j => Real.exp (-a * ‖x i - x j‖ ^ 2)
```

`truncKernel` is K⁽ᴺ⁾. `range N` holds the orders 0, …, N−1, so K⁽⁰⁾ is the zero matrix.

```lean
/-- The first `N` terms of the exponential series in `2a ⟨x i, x j⟩`, rescaled on both sides
by the factors `exp (-a ‖x i‖²)` and `exp (-a ‖x j‖²)`. -/
def truncKernel (a : ℝ) (x : n → EuclideanSpace ℝ d) (N : ℕ) : Matrix n n ℝ :=
  Matrix.of fun i j =>
    Real.exp (-a * ‖x i‖ ^ 2) *
      (∑ k ∈ range N, (2 * a * inner ℝ (x i) (x j)) ^ k / (k.factorial : ℝ)) *
      Real.exp (-a * ‖x j‖ ^ 2)
```

`feature a k p` is φₖ,ₚ, with a word written as a map `Fin k → d`.

```lean
/-- The Gaussian-damped monomial `exp (-a ‖y‖²) ∏ₜ y_{p t}` labelled by a word `p` of `k`
coordinate indices. -/
def feature (a : ℝ) (k : ℕ) (p : Fin k → d) (y : EuclideanSpace ℝ d) : ℝ :=
  Real.exp (-a * ‖y‖ ^ 2) * ∏ t, y (p t)
```

Equation (1): `h1` writes the scalar product in coordinates, and `Finset.prod_univ_sum` multiplies out the k equal sums.

```lean
/-- The `k`-th power of a scalar product is a sum, over words of `k` coordinate indices, of a
monomial in `y` times the same monomial in `z`. -/
theorem inner_pow_eq (y z : EuclideanSpace ℝ d) (k : ℕ) :
    (inner ℝ y z) ^ k = ∑ p : Fin k → d, (∏ t, y (p t)) * ∏ t, z (p t) := by
  have h1 : inner ℝ y z = ∑ μ, y μ * z μ := by
    simp [PiLp.inner_apply, mul_comm]
  have h2 := Finset.prod_univ_sum (fun _ : Fin k => (univ : Finset d))
    (fun _ μ => y μ * z μ)
  simp only [prod_const, card_univ, Fintype.card_fin, Fintype.piFinset_univ,
    prod_mul_distrib] at h2
  rw [h1, h2]
```

Equation (2): in each order, `mul_pow (2 * a)` splits off (2a)ᵏ, `inner_pow_eq` inserts (1), and `ring` matches the terms word by word.

```lean
/-- Each entry of the truncated kernel is a sum of products of damped monomials at the two
points, with weight `(2a)^k / k!` in order `k`. -/
theorem truncKernel_apply (a : ℝ) (x : n → EuclideanSpace ℝ d) (N : ℕ) (i j : n) :
    truncKernel a x N i j = ∑ k ∈ range N, ∑ p : Fin k → d,
      (2 * a) ^ k / (k.factorial : ℝ) * (feature a k p (x i) * feature a k p (x j)) := by
  simp only [truncKernel, of_apply, feature]
  rw [mul_sum, sum_mul]
  refine sum_congr rfl fun k _ => ?_
  rw [mul_pow (2 * a), inner_pow_eq, mul_sum, sum_div, mul_sum, sum_mul]
  refine sum_congr rfl fun p _ => ?_
  ring
```

Equation (4), with `norm_sub_sq_real` expanding the squared distance:

```lean
/-- The Gaussian kernel entry factorises into two one-point Gaussians and the exponential of
`2a` times the scalar product. -/
theorem gaussKernel_factor (a : ℝ) (x : n → EuclideanSpace ℝ d) (i j : n) :
    gaussKernel a x i j = Real.exp (-a * ‖x i‖ ^ 2) *
      Real.exp (2 * a * inner ℝ (x i) (x j)) * Real.exp (-a * ‖x j‖ ^ 2) := by
  simp only [gaussKernel, of_apply]
  rw [norm_sub_sq_real, ← Real.exp_add, ← Real.exp_add]
  congr 1
  ring
```

For entrywise convergence, `hexp` is the exponential series, `tendsto_sum_nat` passes to its partial sums, and the two Gaussian factors are carried along as constants.

```lean
/-- Every entry of the truncated kernel converges to the Gaussian kernel entry as the
truncation order grows. -/
theorem truncKernel_tendsto (a : ℝ) (x : n → EuclideanSpace ℝ d) (i j : n) :
    Tendsto (fun N => truncKernel a x N i j) atTop (𝓝 (gaussKernel a x i j)) := by
  have hexp : ∀ t : ℝ, HasSum (fun k : ℕ => t ^ k / (k.factorial : ℝ)) (Real.exp t) := by
    intro t
    rw [Real.exp_eq_exp_ℝ]
    exact NormedSpace.expSeries_div_hasSum_exp t
  rw [gaussKernel_factor]
  simp only [truncKernel, of_apply]
  exact ((hexp _).tendsto_sum_nat.const_mul _).mul_const _
```

From here the set of points is finite. `sum_pull` is the exchange of sums needed for (3).

```lean
variable [Fintype n]

/-- A finite sum over a label can be pulled in front of a double sum over the points. -/
theorem sum_pull {ι : Type*} (S : Finset ι) (f : ι → n → n → ℝ) :
    ∑ i, ∑ j, ∑ s ∈ S, f s i j = ∑ s ∈ S, ∑ i, ∑ j, f s i j := by
  calc ∑ i, ∑ j, ∑ s ∈ S, f s i j = ∑ i, ∑ s ∈ S, ∑ j, f s i j :=
        sum_congr rfl fun i _ => sum_comm
    _ = ∑ s ∈ S, ∑ i, ∑ j, f s i j := sum_comm
```

The `calc` chain proves (3), for every real a, in the order of the derivation: write the form as a double sum, insert (2), apply `sum_pull` once for orders and once for words, and recognise the square with `sum_mul_sum`.

```lean
/-- The quadratic form of the truncated kernel is a sum of squares, with weight
`(2a)^k / k!` in order `k`. -/
theorem truncKernel_quadForm (a : ℝ) (x : n → EuclideanSpace ℝ d) (N : ℕ) (v : n → ℝ) :
    v ⬝ᵥ truncKernel a x N *ᵥ v = ∑ k ∈ range N, ∑ p : Fin k → d,
      (2 * a) ^ k / (k.factorial : ℝ) * (∑ i, v i * feature a k p (x i)) ^ 2 := by
  calc v ⬝ᵥ truncKernel a x N *ᵥ v
      = ∑ i, ∑ j, v i * (truncKernel a x N i j * v j) := by
        simp only [dotProduct, mulVec, mul_sum]
    _ = ∑ i, ∑ j, ∑ k ∈ range N, ∑ p : Fin k → d, (2 * a) ^ k / (k.factorial : ℝ) *
          ((v i * feature a k p (x i)) * (v j * feature a k p (x j))) := by
        refine sum_congr rfl fun i _ => sum_congr rfl fun j _ => ?_
        rw [truncKernel_apply, sum_mul, mul_sum]
        refine sum_congr rfl fun k _ => ?_
        rw [sum_mul, mul_sum]
        refine sum_congr rfl fun p _ => ?_
        ring
    _ = _ := by
        -- move the sums over order and word outside, then recognise the square
        rw [sum_pull]
        refine sum_congr rfl fun k _ => ?_
        rw [sum_pull]
        refine sum_congr rfl fun p _ => ?_
        rw [sq, sum_mul_sum, mul_sum]
        refine sum_congr rfl fun i _ => ?_
        rw [mul_sum]
```

For a real matrix on a finite index set, `PosSemidef` means symmetry and a nonnegative quadratic form; `star` is the identity on reals. Symmetry is read from (2). The hypothesis `ha` enters at `positivity`, which checks each weight times square in (3).

```lean
/-- For `a ≥ 0` the truncated kernel is positive semidefinite at every truncation order. -/
theorem truncKernel_posSemidef {a : ℝ} (ha : 0 ≤ a) (x : n → EuclideanSpace ℝ d) (N : ℕ) :
    (truncKernel a x N).PosSemidef := by
  refine Matrix.PosSemidef.of_dotProduct_mulVec_nonneg
    (Matrix.IsHermitian.ext fun i j => ?_) fun v => ?_
  · rw [star_trivial, truncKernel_apply, truncKernel_apply]
    refine sum_congr rfl fun k _ => sum_congr rfl fun p _ => ?_
    ring
  · rw [star_trivial, truncKernel_quadForm]
    refine sum_nonneg fun k _ => sum_nonneg fun p _ => ?_
    positivity
```

The main theorem states that for a ≥ 0 and any finite family of points K is positive semidefinite. This includes a = 0, where all entries are 1. It gives neither strict definiteness for distinct points nor a lower bound on eigenvalues beyond zero. `hlim` lifts entrywise convergence through the two finite sums, and `ge_of_tendsto'` passes the inequality to the limit.

```lean
/-- For `a ≥ 0` the Gaussian kernel matrix of any finite family of points is positive
semidefinite. -/
theorem gaussKernel_posSemidef {a : ℝ} (ha : 0 ≤ a) (x : n → EuclideanSpace ℝ d) :
    (gaussKernel a x).PosSemidef := by
  refine Matrix.PosSemidef.of_dotProduct_mulVec_nonneg
    (Matrix.IsHermitian.ext fun i j => ?_) fun v => ?_
  · rw [star_trivial]
    simp only [gaussKernel, of_apply]
    rw [norm_sub_rev]
  · -- the quadratic forms of the truncations converge to that of the kernel
    have hlim : Tendsto (fun N => star v ⬝ᵥ truncKernel a x N *ᵥ v) atTop
        (𝓝 (star v ⬝ᵥ gaussKernel a x *ᵥ v)) := by
      simp only [dotProduct, mulVec]
      exact tendsto_finsetSum _ fun i _ => (tendsto_finsetSum _ fun j _ =>
        (truncKernel_tendsto a x i j).mul_const _).const_mul _
    -- a limit of nonnegative numbers is nonnegative
    exact ge_of_tendsto' hlim fun N =>
      (truncKernel_posSemidef ha x N).dotProduct_mulVec_nonneg v
```

For a finite set `S` of labels m with weights wₘ ≥ 0 and exponents aₘ ≥ 0, the sum of wₘ times the kernel with exponent aₘ is positive semidefinite. Each term is, and `Finset.sum_induction` uses closure under addition starting from zero. Integrals over a continuum of exponents are not covered.

```lean
/-- A finite combination of Gaussian kernels with nonnegative weights `w m` and nonnegative
exponents `a m` is positive semidefinite. -/
theorem gaussMixture_posSemidef {ι : Type*} (S : Finset ι) (w a : ι → ℝ)
    (hw : ∀ m ∈ S, 0 ≤ w m) (ha : ∀ m ∈ S, 0 ≤ a m) (x : n → EuclideanSpace ℝ d) :
    (∑ m ∈ S, w m • gaussKernel (a m) x).PosSemidef :=
  Finset.sum_induction _ Matrix.PosSemidef (fun _ _ hA hB => hA.add hB)
    Matrix.PosSemidef.zero
    fun m hm => (gaussKernel_posSemidef (ha m hm) x).smul (hw m hm)
```

The equivalence assumes `hij : x i ≠ x j`; if all points coincide, every entry is 1 whatever a is. `h2` tests the 2 × 2 block on (1, −1), `hd` and `hs` reduce `h3` to exp(−a r²) ≤ 1, and `h5` gives −a r² ≤ 0, which with r² > 0 excludes a < 0.

```lean
/-- If two of the points are distinct, the Gaussian kernel matrix is positive semidefinite
exactly when `a ≥ 0`. -/
theorem gaussKernel_posSemidef_iff (a : ℝ) (x : n → EuclideanSpace ℝ d) {i j : n}
    (hij : x i ≠ x j) : (gaussKernel a x).PosSemidef ↔ 0 ≤ a := by
  refine ⟨fun h => ?_, fun ha => gaussKernel_posSemidef ha x⟩
  -- test the 2 × 2 block of the two points on the vector (1, -1)
  have h2 := (h.submatrix ![i, j]).dotProduct_mulVec_nonneg ![1, -1]
  have h3 : 0 ≤ gaussKernel a x i i - gaussKernel a x i j - gaussKernel a x j i
      + gaussKernel a x j j := by
    simp [dotProduct, mulVec, Fin.sum_univ_two] at h2
    linarith
  have hd : ∀ l, gaussKernel a x l l = 1 := fun l => by simp [gaussKernel]
  have hs : gaussKernel a x j i = gaussKernel a x i j := by
    simp only [gaussKernel, of_apply]
    rw [norm_sub_rev]
  rw [hd, hd, hs] at h3
  have h4 : Real.exp (-a * ‖x i - x j‖ ^ 2) ≤ 1 := by
    have : gaussKernel a x i j ≤ 1 := by linarith
    exact this
  have h5 := Real.exp_le_one_iff.1 h4
  have hr : 0 < ‖x i - x j‖ ^ 2 := pow_pos (norm_pos_iff.2 (sub_ne_zero.2 hij)) 2
  by_contra hneg
  have := mul_pos (neg_pos.2 (not_le.1 hneg)) hr
  linarith

end

end GaussianKernelPositivity
```

```lean
#print axioms GaussianKernelPositivity.gaussMixture_posSemidef
#print axioms GaussianKernelPositivity.gaussKernel_posSemidef_iff
```

```
'GaussianKernelPositivity.gaussMixture_posSemidef' depends on axioms: [propext, Classical.choice, Quot.sound]
'GaussianKernelPositivity.gaussKernel_posSemidef_iff' depends on axioms: [propext, Classical.choice, Quot.sound]
```
